# A scale integral with value proportional to $u^{1+s/d}$ for $0<s<d$

For fixed $u>0$, the function $r^{-5}\min(ur^3,u^2r^6)$ equals $u^2r$ up to the radius $u^{-1/3}$ and $u/r^2$ beyond it, so its integral over all $r>0$ is $\tfrac12u^{4/3}+u^{4/3}=\tfrac32u^{4/3}$. Such an integral arises when the Coulomb repulsion between electrons is resolved into contributions from balls of every radius $r$, in order to bound an energy by the integral of a power of the density.

```lean
import Mathlib

open MeasureTheory Set

namespace DensityExponentIntegral

noncomputable section

variable {d s u r R : ℝ}

/-- The integrand at length scale `r > 0` for density value `u`, dimension `d` and
interaction exponent `s`: the smaller of `u r^d` and `u² r^(2d)`, weighted by `r^(-1-d-s)`. -/
def scaleIntegrand (d s u r : ℝ) : ℝ :=
  r ^ (-1 - d - s) * min (u * r ^ d) (u ^ 2 * r ^ (2 * d))

/-- The crossover radius `u^(-1/d)`, for `u > 0` and `d ≠ 0`. -/
def crossoverRadius (d u : ℝ) : ℝ := u ^ (-1 / d)

/-- The two-term estimate with cutoff radius `R`: quadratic term inside, linear term outside. It is
meant for `R > 0` and `0 < s < d`, where its two summands are the integrals of the weighted terms
over the two sides of the cutoff. -/
def cutoffBound (d s u R : ℝ) : ℝ :=
  u ^ 2 * R ^ (d - s) / (d - s) + u * R ^ (-s) / s

/-- For `d > 0` and `u > 0` the crossover radius is positive, and there `u r^d = 1`. -/
theorem crossoverRadius_spec (hd : 0 < d) (hu : 0 < u) :
    0 < crossoverRadius d u ∧ u * crossoverRadius d u ^ d = 1 := by
  refine ⟨Real.rpow_pos_of_pos hu _, ?_⟩
  unfold crossoverRadius
  rw [← Real.rpow_mul hu.le, div_mul_cancel₀ _ hd.ne', Real.rpow_neg_one]
  exact mul_inv_cancel₀ hu.ne'

/-- At every scale `r > 0` the integrand is the smaller of two pure powers of `r`. -/
theorem scaleIntegrand_eq_min (hr : 0 < r) :
    scaleIntegrand d s u r = min (u * r ^ (-1 - s)) (u ^ 2 * r ^ (d - s - 1)) := by
  have h1 : r ^ (-1 - s) = r ^ (-1 - d - s) * r ^ d := by
    rw [← Real.rpow_add hr]; congr 1; ring
  have h2 : r ^ (d - s - 1) = r ^ (-1 - d - s) * r ^ (2 * d) := by
    rw [← Real.rpow_add hr]; congr 1; ring
  unfold scaleIntegrand
  rw [mul_min_of_nonneg _ _ (Real.rpow_nonneg hr.le _), h1, h2]
  congr 1 <;> ring

/-- For `d, u, r > 0`, the quadratic term is selected up to the crossover radius
and the linear term from there on. -/
theorem scaleIntegrand_branches (hd : 0 < d) (hu : 0 < u) (hr : 0 < r) :
    (r ≤ crossoverRadius d u → scaleIntegrand d s u r = u ^ 2 * r ^ (d - s - 1)) ∧
    (crossoverRadius d u ≤ r → scaleIntegrand d s u r = u * r ^ (-1 - s)) := by
  obtain ⟨hR, hR1⟩ := crossoverRadius_spec hd hu
  -- the ratio of the two powers is `u r^d`
  have e : u ^ 2 * r ^ (d - s - 1) = u * r ^ (-1 - s) * (u * r ^ d) := by
    rw [show d - s - 1 = (-1 - s) + d by ring, Real.rpow_add hr]; ring
  have hp : 0 ≤ u * r ^ (-1 - s) := mul_nonneg hu.le (Real.rpow_nonneg hr.le _)
  rw [scaleIntegrand_eq_min hr]
  constructor
  · intro h
    have h' := mul_le_mul_of_nonneg_left (Real.rpow_le_rpow hr.le h hd.le) hu.le
    exact min_eq_right (by rw [e]; exact mul_le_of_le_one_right hp (h'.trans hR1.le))
  · intro h
    have h' := mul_le_mul_of_nonneg_left (Real.rpow_le_rpow hR.le h hd.le) hu.le
    exact min_eq_left (by rw [e]; exact le_mul_of_one_le_right hp (hR1.ge.trans h'))

/-- For `d > 0` and `u > 0`, the integrand is integrable over all scales `r > 0`
exactly when `0 < s < d`. -/
theorem integrable_iff (hd : 0 < d) (hu : 0 < u) :
    IntegrableOn (scaleIntegrand d s u) (Ioi 0) ↔ 0 < s ∧ s < d := by
  have hR := (crossoverRadius_spec hd hu).1
  -- convergence at small scales
  have h1 : IntegrableOn (scaleIntegrand d s u) (Ioc 0 (crossoverRadius d u)) ↔ s < d := by
    rw [integrableOn_congr_fun (g := fun r => u ^ 2 * r ^ (d - s - 1))
      (fun r hr => (scaleIntegrand_branches hd hu hr.1).1 hr.2) measurableSet_Ioc,
      integrableOn_Ioc_iff_integrableOn_Ioo]
    have hc : IsUnit (u ^ 2) := IsUnit.mk0 _ (pow_pos hu 2).ne'
    refine (integrable_const_mul_iff hc (fun r : ℝ => r ^ (d - s - 1))).trans ?_
    refine (intervalIntegral.integrableOn_Ioo_rpow_iff hR).trans ?_
    constructor <;> intro h <;> linarith
  -- convergence at large scales
  have h2 : IntegrableOn (scaleIntegrand d s u) (Ioi (crossoverRadius d u)) ↔ 0 < s := by
    have e2 : EqOn (scaleIntegrand d s u) (fun r => u * r ^ (-1 - s))
        (Ioi (crossoverRadius d u)) := fun r hr =>
      (scaleIntegrand_branches hd hu (hR.trans (mem_Ioi.1 hr))).2 (mem_Ioi.1 hr).le
    rw [integrableOn_congr_fun e2 measurableSet_Ioi]
    have hc : IsUnit u := IsUnit.mk0 _ hu.ne'
    refine (integrable_const_mul_iff hc (fun r : ℝ => r ^ (-1 - s))).trans ?_
    refine (integrableOn_Ioi_rpow_iff hR).trans ?_
    constructor <;> intro h <;> linarith
  rw [← Ioc_union_Ioi_eq_Ioi hR.le, integrableOn_union, h1, h2, and_comm]

/-- For `s < d`, the quadratic term integrated over scales up to `R > 0`. -/
theorem integral_inner (hs : s < d) (hR : 0 < R) :
    ∫ r in Ioc 0 R, u ^ 2 * r ^ (d - s - 1) = u ^ 2 * R ^ (d - s) / (d - s) := by
  rw [integral_const_mul, ← intervalIntegral.integral_of_le hR.le,
    integral_rpow (Or.inl (by linarith)), show d - s - 1 + 1 = d - s by ring,
    Real.zero_rpow (sub_pos.2 hs).ne']
  ring

/-- For `s > 0`, the linear term integrated over scales beyond `R > 0`. -/
theorem integral_outer (hs : 0 < s) (hR : 0 < R) :
    ∫ r in Ioi R, u * r ^ (-1 - s) = u * R ^ (-s) / s := by
  rw [integral_const_mul, integral_Ioi_rpow_of_lt (by linarith) hR,
    show -1 - s + 1 = -s by ring, neg_div_neg_eq]
  ring

/-- For `0 < s < d` and `u > 0`, the integral over all scales equals the two-term estimate
with its cutoff at the crossover radius. -/
theorem integral_eq_cutoffBound (hs : 0 < s) (hsd : s < d) (hu : 0 < u) :
    ∫ r in Ioi 0, scaleIntegrand d s u r = cutoffBound d s u (crossoverRadius d u) := by
  have hd := hs.trans hsd
  have hR := (crossoverRadius_spec hd hu).1
  have hi := (integrable_iff hd hu).2 ⟨hs, hsd⟩
  have hi1 : IntegrableOn (scaleIntegrand d s u) (Ioc 0 (crossoverRadius d u)) :=
    hi.mono_set fun x hx => hx.1
  have hi2 : IntegrableOn (scaleIntegrand d s u) (Ioi (crossoverRadius d u)) :=
    hi.mono_set fun x hx => hR.trans (mem_Ioi.1 hx)
  have hdis : Disjoint (Ioc 0 (crossoverRadius d u)) (Ioi (crossoverRadius d u)) :=
    Set.disjoint_left.2 fun x hx hy => not_lt_of_ge hx.2 (mem_Ioi.1 hy)
  -- each side of the crossover carries a single power
  have e1 : EqOn (scaleIntegrand d s u) (fun r => u ^ 2 * r ^ (d - s - 1))
      (Ioc 0 (crossoverRadius d u)) := fun r hr =>
    (scaleIntegrand_branches hd hu hr.1).1 hr.2
  have e2 : EqOn (scaleIntegrand d s u) (fun r => u * r ^ (-1 - s))
      (Ioi (crossoverRadius d u)) := fun r hr =>
    (scaleIntegrand_branches hd hu (hR.trans (mem_Ioi.1 hr))).2 (mem_Ioi.1 hr).le
  rw [← Ioc_union_Ioi_eq_Ioi hR.le, setIntegral_union hdis measurableSet_Ioi hi1 hi2,
    setIntegral_congr_fun measurableSet_Ioc e1, setIntegral_congr_fun measurableSet_Ioi e2,
    integral_inner hsd hR, integral_outer hs hR]
  rfl

/-- For `0 < s < d` and `u > 0`, integrating over all scales produces the density power
`u^(1+s/d)` with prefactor `1/s + 1/(d-s)`. -/
theorem integral_scaleIntegrand (hs : 0 < s) (hsd : s < d) (hu : 0 < u) :
    ∫ r in Ioi 0, scaleIntegrand d s u r = (1 / s + 1 / (d - s)) * u ^ (1 + s / d) := by
  have e : d * d⁻¹ = 1 := mul_inv_cancel₀ (hs.trans hsd).ne'
  -- both contributions carry the same power of the density
  have h1 : u ^ 2 * (u ^ (-1 / d)) ^ (d - s) = u ^ (1 + s / d) := by
    rw [← Real.rpow_mul hu.le, ← Real.rpow_natCast u 2, ← Real.rpow_add hu]
    congr 1
    push_cast
    linear_combination -e
  have h2 : u * (u ^ (-1 / d)) ^ (-s) = u ^ (1 + s / d) := by
    rw [← Real.rpow_mul hu.le, show -1 / d * (-s) = s / d by ring,
      Real.rpow_add hu, Real.rpow_one]
  rw [integral_eq_cutoffBound hs hsd hu]
  unfold cutoffBound crossoverRadius
  rw [h1, h2]
  ring

/-- For `0 < s < d` and `u > 0`, the integral is the least value of the two-term estimate
over all cutoff radii `R > 0`. -/
theorem integral_isLeast_cutoffBound (hs : 0 < s) (hsd : s < d) (hu : 0 < u) :
    IsLeast (cutoffBound d s u '' Ioi 0) (∫ r in Ioi 0, scaleIntegrand d s u r) := by
  have hd := hs.trans hsd
  refine ⟨⟨crossoverRadius d u, (crossoverRadius_spec hd hu).1,
    (integral_eq_cutoffBound hs hsd hu).symm⟩, ?_⟩
  rintro _ ⟨R, hR, rfl⟩
  have hR' : 0 < R := hR
  have hi := (integrable_iff hd hu).2 ⟨hs, hsd⟩
  have hI : IntegrableOn (fun r : ℝ => r ^ (d - s - 1)) (Ioc 0 R) := by
    rw [integrableOn_Ioc_iff_integrableOn_Ioo]
    exact (intervalIntegral.integrableOn_Ioo_rpow_iff hR').2 (by linarith)
  have hO : IntegrableOn (fun r : ℝ => r ^ (-1 - s)) (Ioi R) :=
    (integrableOn_Ioi_rpow_iff hR').2 (by linarith)
  have hi1 : IntegrableOn (scaleIntegrand d s u) (Ioc 0 R) := hi.mono_set fun x hx => hx.1
  have hi2 : IntegrableOn (scaleIntegrand d s u) (Ioi R) :=
    hi.mono_set fun x hx => hR'.trans hx
  have hdis : Disjoint (Ioc 0 R) (Ioi R) :=
    Set.disjoint_left.2 fun x hx hy => not_lt_of_ge hx.2 (mem_Ioi.1 hy)
  rw [← Ioc_union_Ioi_eq_Ioi hR'.le, setIntegral_union hdis measurableSet_Ioi hi1 hi2]
  unfold cutoffBound
  rw [← integral_inner hsd hR', ← integral_outer hs hR']
  -- on each side of the cutoff the minimum is at most the chosen term
  refine add_le_add
    (setIntegral_mono_on hi1 (Integrable.const_mul hI (u ^ 2)) measurableSet_Ioc ?_)
    (setIntegral_mono_on hi2 (Integrable.const_mul hO u) measurableSet_Ioi ?_)
  · intro r hr
    rw [scaleIntegrand_eq_min hr.1]
    exact min_le_right _ _
  · intro r hr
    rw [scaleIntegrand_eq_min (hR'.trans (mem_Ioi.1 hr))]
    exact min_le_left _ _

/-- In three dimensions with `s = 1` and `u > 0`, the integral is `(3/2) u^(4/3)`. -/
theorem integral_coulomb_three (hu : 0 < u) :
    ∫ r in Ioi (0 : ℝ), r ^ (-5 : ℝ) * min (u * r ^ 3) (u ^ 2 * r ^ 6)
      = 3 / 2 * u ^ (4 / 3 : ℝ) := by
  have h := integral_scaleIntegrand (d := 3) (s := 1) one_pos (by norm_num) hu
  rw [show (1 / 1 + 1 / (3 - 1) : ℝ) = 3 / 2 by norm_num,
    show (1 + 1 / 3 : ℝ) = 4 / 3 by norm_num] at h
  rw [← h]
  refine setIntegral_congr_fun measurableSet_Ioi (fun r _ => ?_)
  have a : r ^ (3 : ℝ) = r ^ 3 := by exact_mod_cast Real.rpow_natCast r 3
  have b : r ^ (2 * 3 : ℝ) = r ^ 6 := by
    rw [show (2 * 3 : ℝ) = ((6 : ℕ) : ℝ) by norm_num, Real.rpow_natCast]
  have c : (-1 - 3 - 1 : ℝ) = -5 := by norm_num
  simp only [scaleIntegrand]
  rw [a, b, c]

end

end DensityExponentIntegral
```

```lean
#print axioms DensityExponentIntegral.integral_scaleIntegrand
#print axioms DensityExponentIntegral.integral_isLeast_cutoffBound
#print axioms DensityExponentIntegral.integral_coulomb_three
```

```
'DensityExponentIntegral.integral_scaleIntegrand' depends on axioms: [propext, Classical.choice, Quot.sound]
'DensityExponentIntegral.integral_isLeast_cutoffBound' depends on axioms: [propext, Classical.choice, Quot.sound]
'DensityExponentIntegral.integral_coulomb_three' depends on axioms: [propext, Classical.choice, Quot.sound]
```

## The integral for general $d$ and $s$

Let $d$ be the dimension and let the interaction fall off as $|x-y|^{-s}$. The central result, `integral_scaleIntegrand`, states that for $0<s<d$ and $u>0$

$$\int_0^\infty r^{-1-d-s}\min(ur^d,u^2r^{2d})\,dr=\left(\frac1s+\frac1{d-s}\right)u^{1+s/d}.$$

In Lean, `scaleIntegrand d s u r` is the integrand, and `Ioi 0` is the half-line $r>0$ with its usual length measure. All parameters are real numbers, so $d$ need not be an integer, and powers with real exponents are Lean's real powers.

Lean assigns the value zero to the integral of a non-integrable function. The separate theorem `integrable_iff` therefore matters: for $d>0$ and $u>0$, the integrand is integrable exactly when $0<s<d$.

Two further definitions describe the division of the scales. `crossoverRadius d u` is $R_0=u^{-1/d}$, and `cutoffBound d s u R` is

$$B(R)=\frac{u^2R^{d-s}}{d-s}+\frac{uR^{-s}}s .$$

The theorem `integral_isLeast_cutoffBound` says that the integral is the least element of the set of values $B(R)$ with $R>0$: some cutoff attains it, and no cutoff gives less. Finally, `integral_coulomb_three` restates the case $d=3$, $s=1$ with ordinary integer powers inside the minimum.

## Electron counts in balls

The Lieb–Oxford inequality bounds the indirect Coulomb energy of electrons, which is their repulsion minus the classical self-repulsion of their density $\rho$, from below by a negative constant times $\int\rho^{4/3}$. One route writes $1/|x-y|$ as a constant times an integral over all balls containing both points, with weight $r^{-5}$ in the radius.

Let $N$ be the number of electrons in one such ball and $n$ its mean. The ball contributes the mean number of pairs minus its classical value,

$$\left\langle \tfrac12N(N-1)\right\rangle-\tfrac12n^2\ \ge\ -\tfrac12\min(n,n^2),$$

because $\langle N^2\rangle\ge n^2$ and the number of pairs is never negative. If $u$ is $4\pi/3$ times the maximal function of $\rho$ at the centre, meaning the supremum of the average density over balls with that centre, then $n\le ur^3$. This produces the minimum in the integrand.

The file calls $u$ the density value, but in this application it is a multiple of the maximal function and not $\rho$ itself. The theorems treat it as a given positive number. On this route, the step from the one-variable integral to an energy bound in terms of $\rho$ also uses the ball representation of $1/|x-y|$, the ball estimate above, and the maximal inequality, which bounds $\int u^{4/3}$ over all centres by a constant times $\int\rho^{4/3}$. None of these three is part of the Lean theorems.

The power $4/3$ is also that of local-density exchange, and the Lieb–Oxford inequality serves as a constraint on approximate exchange-correlation functionals. The present result supplies the radial integral at one fixed $u$, without the inequality's constant.

## Two powers that meet at $R_0$

For $r>0$, multiplying the weight into the minimum gives two pure powers,

$$r^{-1-d-s}\,ur^d=ur^{-1-s},\qquad r^{-1-d-s}\,u^2r^{2d}=u^2r^{d-s-1}.$$

This is `scaleIntegrand_eq_min`. The second power is the first multiplied by $ur^d$. Since $d>0$, this factor increases with $r$, and it equals one at $R_0$ because $u(u^{-1/d})^d=uu^{-1}=1$, as `crossoverRadius_spec` records. Hence the quadratic term is the smaller one for $r\le R_0$ and the linear term for $r\ge R_0$. `scaleIntegrand_branches` proves this by comparing $ur^d$ with one.

Convergence can now be read off at each end. Near zero, $r^{d-s-1}$ is integrable exactly when $d-s-1>-1$, that is, $s<d$. At infinity, $r^{-1-s}$ is integrable exactly when $-1-s<-1$, that is, $s>0$. The proof of `integrable_iff` splits the half-line at $R_0$, applies these two criteria and joins the results.

## Adding the two sides

For any $R>0$ and $0<s<d$, the elementary integrals are

$$\int_0^R u^2r^{d-s-1}\,dr=\frac{u^2R^{d-s}}{d-s},\qquad
\int_R^\infty ur^{-1-s}\,dr=\frac{uR^{-s}}s.$$

They are `integral_inner` and `integral_outer`. In the first, the lower endpoint contributes nothing because $d-s>0$; in the second, the upper limit contributes nothing because $s>0$.

At $R=R_0$ the integrand coincides with the chosen power on each side, so the full integral is $B(R_0)$. This is `integral_eq_cutoffBound`, where `setIntegral_union` splits the integral and `setIntegral_congr_fun` substitutes the two powers. Inserting $R_0=u^{-1/d}$ gives

$$u^2R_0^{d-s}=u^{2-(d-s)/d}=u^{1+s/d},\qquad
uR_0^{-s}=u\,u^{s/d}=u^{1+s/d}.$$

Both sides carry the same power of $u$, and their coefficients $1/(d-s)$ and $1/s$ add to the stated prefactor. For $d=3$, $s=1$ they are $1/2$ and $1$.

## Moving the cutoff

For another radius $R$, the minimum is still at most the quadratic term inside and at most the linear term outside. Integrating these two inequalities gives

$$\int_0^\infty r^{-1-d-s}\min(ur^d,u^2r^{2d})\,dr\le B(R).$$

The proof of `integral_isLeast_cutoffBound` writes $B(R)$ back as its two integrals and compares each side with `setIntegral_mono_on`. Equality at $R_0$ is already known, so the bound is attained and no differentiation in $R$ is needed.
